# Singlet-covering energies of four spins 1/2 with arbitrary real Heisenberg couplings

To check two of the levels that an exact-diagonalisation code returns for a Heisenberg cluster of four spins 1/2, add the six couplings in pairs and take one square root. With sites numbered 0 to 3, set

$$a=J_{01}+J_{23},\quad b=J_{03}+J_{12},\quad c=J_{02}+J_{13}.$$

Let $H=\sum_{i<j}J_{ij}\,\mathbf S_i\cdot\mathbf S_j$, with each bond counted once and $\hbar=1$. The states spanned by products of two singlet pairs form a two-dimensional space invariant under $H$, with energies

$$E_\pm=-\frac{a+b+c}{4}\pm\frac12\sqrt{a^2+b^2+c^2-ab-bc-ca}.$$

## Four spins 1/2 with isotropic exchange

The model is an isolated cluster with one localised spin 1/2 per site. A `State` assigns a complex amplitude to each of the 16 up-down configurations, and `siteOp` applies a one-spin matrix to one site.

```lean
import Mathlib

open Complex

namespace FourSpinSinglets

noncomputable section

/-- A state of four spins 1/2: an amplitude for each configuration (`true` is up). -/
abbrev State := (Fin 4 → Bool) → ℂ

/-- Matrix elements of the x component of a spin 1/2 (in units of ħ). -/
def spinX (s t : Bool) : ℂ := if s = t then 0 else 1 / 2

/-- Matrix elements of the y component of a spin 1/2. -/
def spinY (s t : Bool) : ℂ := if s = t then 0 else if s = true then -I / 2 else I / 2

/-- Matrix elements of the z component of a spin 1/2. -/
def spinZ (s t : Bool) : ℂ := if s = t then (if s = true then 1 / 2 else -1 / 2) else 0

/-- The one-spin operator with matrix elements `A`, acting on site `i` of the cluster. -/
def siteOp (A : Bool → Bool → ℂ) (i : Fin 4) : State →ₗ[ℂ] State where
  toFun ψ s := ∑ t, A (s i) t * ψ (Function.update s i t)
  map_add' φ ψ := by
    funext s
    simp only [Fintype.sum_bool, Pi.add_apply]
    ring
  map_smul' c ψ := by
    funext s
    simp only [Fintype.sum_bool, Pi.smul_apply, smul_eq_mul, RingHom.id_apply]
    ring
```

The Hamiltonian is $H=\sum J_{ij}\,\mathbf S_i\cdot\mathbf S_j$ over the six bonds, with $\hbar=1$ and positive $J$ antiferromagnetic. Only six entries of the function `J` are read, so it need not be symmetric.

```lean
/-- The scalar product of the spins on sites `i` and `j`. -/
def spinDot (i j : Fin 4) : State →ₗ[ℂ] State :=
  siteOp spinX i ∘ₗ siteOp spinX j + siteOp spinY i ∘ₗ siteOp spinY j
    + siteOp spinZ i ∘ₗ siteOp spinZ j

/-- The Heisenberg Hamiltonian with a separate real coupling on each of the six bonds. -/
def hamiltonian (J : Fin 4 → Fin 4 → ℝ) : State →ₗ[ℂ] State :=
  (J 0 1 : ℂ) • spinDot 0 1 + (J 2 3 : ℂ) • spinDot 2 3 + (J 0 3 : ℂ) • spinDot 0 3
    + (J 1 2 : ℂ) • spinDot 1 2 + (J 0 2 : ℂ) • spinDot 0 2 + (J 1 3 : ℂ) • spinDot 1 3
```

Isotropy and spin 1/2 together make each bond term a spin exchange plus a constant, which is what the derivation runs on. With unequal weights on the three spin products, $H$ generally leads out of the span.

## States built from singlet pairs

Let $[ij]$ be the amplitude that is $+1$ for up-down, $-1$ for down-up and 0 for parallel spins on sites $i,j$. The three coverings are

$$\Phi_A=[01][23],\quad \Phi_B=[03][12],\quad \Phi_C=[02][13].$$

Each has norm 2, so the normalised states are $\Phi/2$; those of $\Phi_A$ and $\Phi_B$ overlap by $-1/2$. The missing normalisation does not affect energies.

```lean
/-- The unnormalised singlet amplitude of two spins, up-down minus down-up. -/
def bond (x y : Bool) : ℂ := if x = y then 0 else if x = true then 1 else -1

/-- The product of a singlet on sites `i, j` and a singlet on sites `k, l`. -/
def covering (i j k l : Fin 4) : State := fun s => bond (s i) (s j) * bond (s k) (s l)

/-- The span of the three singlet coverings of the four sites. -/
def singletSpace : Submodule ℂ State :=
  Submodule.span ℂ {covering 0 1 2 3, covering 0 3 1 2, covering 0 2 1 3}
```

The couplings enter the energies only through the sums $a,b,c$ and the square root, called `splitting`.

```lean
/-- The sum `a` of the couplings on the first pair of disjoint bonds, 0-1 and 2-3. -/
def pairA (J : Fin 4 → Fin 4 → ℝ) : ℝ := J 0 1 + J 2 3

/-- The sum `b` of the couplings on the second pair of disjoint bonds, 0-3 and 1-2. -/
def pairB (J : Fin 4 → Fin 4 → ℝ) : ℝ := J 0 3 + J 1 2

/-- The sum `c` of the couplings on the third pair of disjoint bonds, 0-2 and 1-3. -/
def pairC (J : Fin 4 → Fin 4 → ℝ) : ℝ := J 0 2 + J 1 3

/-- The square root of `a² + b² + c² - ab - bc - ca`. -/
def splitting (J : Fin 4 → Fin 4 → ℝ) : ℝ :=
  √(pairA J ^ 2 + pairB J ^ 2 + pairC J ^ 2
    - pairA J * pairB J - pairB J * pairC J - pairC J * pairA J)
```

## Two different sites on every bond

The hypothesis `i ≠ j` says that a bond joins two spins. Parallel spins have $\mathbf S_i\cdot\mathbf S_j=1/4$. Antiparallel spins have diagonal element $-1/4$ and flip amplitude $1/2$. With $P_{ij}$ the exchange of the two spins, both cases read

$$\mathbf S_i\cdot\mathbf S_j=\tfrac12P_{ij}-\tfrac14 .$$

For $i=j$ the left side would be $3/4$ and the right side $1/4$. The proof writes the exchanged configuration as two successive updates, uses `i ≠ j` to see that updating site `i` leaves the spin on site `j` unchanged, and then compares the four orientations.

```lean
/-- The scalar product of two different spins is half their exchange minus one quarter. -/
theorem spinDot_apply {i j : Fin 4} (hij : i ≠ j) (ψ : State) (s : Fin 4 → Bool) :
    spinDot i j ψ s = 1 / 2 * ψ (s ∘ Equiv.swap i j) - 1 / 4 * ψ s := by
  have h1 : s ∘ Equiv.swap i j = Function.update (Function.update s i (s j)) j (s i) := by
    funext k
    by_cases hj : k = j
    · subst hj; simp
    · by_cases hi : k = i
      · subst hi; simp [hj]
      · simp [hi, hj, Equiv.swap_apply_of_ne_of_ne hi hj]
  have h2 : ψ s = ψ (Function.update (Function.update s i (s i)) j (s j)) := by simp
  rw [h1, h2]
  simp only [spinDot, LinearMap.add_apply, LinearMap.comp_apply, Pi.add_apply, siteOp,
    LinearMap.coe_mk, AddHom.coe_mk, Fintype.sum_bool, Function.update_of_ne hij.symm]
  -- compare the matrix elements for the four orientations of the two spins
  cases s i <;> cases s j <;>
    simp only [spinX, spinY, spinZ, reduceCtorEq, ↓reduceIte] <;>
    ring_nf <;> simp only [Complex.I_sq] <;> ring
```

## Membership in the span

Restricting to `singletSpace` reduces 16 amplitudes to two. Coverings vanish unless two spins are up, and flipping all spins changes nothing, so three configurations of sites 0 to 3 suffice:

| | $\Phi_A$ | $\Phi_B$ | $\Phi_C$ |
|---|---|---|---|
| ↑↑↓↓ | 0 | 1 | 1 |
| ↑↓↓↑ | −1 | 0 | −1 |
| ↑↓↑↓ | 1 | −1 | 0 |

Hence $\Phi_C=\Phi_A+\Phi_B$. If $x\Phi_A+y\Phi_B=0$, the first two rows give $y=0$ and $x=0$. The proofs use the same comparison, and `singletSpace_eq` then discards the third generator.

```lean
/-- The crossed covering is the sum of the other two coverings. -/
theorem covering_relation :
    covering 0 2 1 3 = covering 0 1 2 3 + covering 0 3 1 2 := by
  funext s
  simp only [covering, Pi.add_apply]
  cases s 0 <;> cases s 1 <;> cases s 2 <;> cases s 3 <;> simp [bond]

/-- The coverings `[01][23]` and `[03][12]` are linearly independent. -/
theorem covering_independent (x y : ℂ)
    (h : x • covering 0 1 2 3 + y • covering 0 3 1 2 = 0) : x = 0 ∧ y = 0 := by
  have h1 := congrFun h ![true, false, false, true]
  have h2 := congrFun h ![true, true, false, false]
  simp [covering, bond] at h1 h2
  exact ⟨h1, h2⟩

lemma singletSpace_eq :
    singletSpace = Submodule.span ℂ {covering 0 1 2 3, covering 0 3 1 2} := by
  apply le_antisymm
  · refine Submodule.span_le.mpr ?_
    rintro z (h | h | h)
    · exact Submodule.subset_span (Or.inl h)
    · exact Submodule.subset_span (Or.inr h)
    · refine Submodule.mem_span_pair.mpr ⟨1, 1, ?_⟩
      rw [one_smul, one_smul, ← covering_relation]
      exact h.symm
  · refine Submodule.span_mono ?_
    rintro z (h | h)
    · exact Or.inl h
    · exact Or.inr (Or.inl h)
```

The span has total spin zero. For a one-spin matrix $M$, the sum $M_i+M_j$ acting on $[ij]$ gives zero for parallel spins and $\pm\operatorname{tr}M$ for antiparallel ones, that is, $(\operatorname{tr}M)[ij]$. Spin matrices are traceless, so both pairs are annihilated; `key` checks this on all configurations. The all-up state, which has $S^z=2$, therefore lies outside the span.

```lean
/-- All three components of the total spin annihilate every state in the span of coverings. -/
theorem totalSpin_eq_zero {ψ : State} (hψ : ψ ∈ singletSpace) :
    (∑ i, siteOp spinX i) ψ = 0 ∧ (∑ i, siteOp spinY i) ψ = 0 ∧
      (∑ i, siteOp spinZ i) ψ = 0 := by
  -- only the vanishing trace of the one-spin matrix matters
  have key : ∀ A : Bool → Bool → ℂ, A false false = -A true true →
      (∑ i, siteOp A i) ψ = 0 := by
    intro A hA
    rw [singletSpace_eq] at hψ
    obtain ⟨x, y, rfl⟩ := Submodule.mem_span_pair.mp hψ
    funext s
    simp only [Fin.sum_univ_four, LinearMap.add_apply, Pi.add_apply, Pi.zero_apply, siteOp,
      LinearMap.coe_mk, AddHom.coe_mk, Fintype.sum_bool, Pi.smul_apply, smul_eq_mul, covering,
      Function.update_apply, Fin.isValue, Fin.reduceEq, ↓reduceIte]
    cases s 0 <;> cases s 1 <;> cases s 2 <;> cases s 3 <;>
      simp only [bond, hA, reduceCtorEq, ↓reduceIte] <;> ring
  exact ⟨key _ (by simp [spinX]), key _ (by simp [spinY]),
    key _ (by simp [spinZ]; try norm_num)⟩
```

Exchanging site labels in the coverings gives

$$\begin{aligned}
P_{01},P_{23}:&\quad \Phi_A\to-\Phi_A,\quad \Phi_B\to\Phi_A+\Phi_B,\\
P_{03},P_{12}:&\quad \Phi_A\to\Phi_A+\Phi_B,\quad \Phi_B\to-\Phi_B,\\
P_{02},P_{13}:&\quad \Phi_A\to-\Phi_B,\quad \Phi_B\to-\Phi_A.
\end{aligned}$$

Write $\sigma=a+b+c$. Weighting each exchange by $J_{ij}/2$ and subtracting $\sigma/4$,

$$\begin{aligned}
H\Phi_A&=\left(-\tfrac{\sigma}{4}+\tfrac{b-a}{2}\right)\Phi_A+\tfrac{b-c}{2}\Phi_B,\\
H\Phi_B&=\tfrac{a-c}{2}\Phi_A+\left(-\tfrac{\sigma}{4}+\tfrac{a-b}{2}\right)\Phi_B.
\end{aligned}$$

The Lean proof inserts the exchange formula for all six bonds and compares amplitudes in every configuration.

```lean
/-- The action of the Hamiltonian on combinations of the coverings `[01][23]` and `[03][12]`. -/
theorem hamiltonian_covering (J : Fin 4 → Fin 4 → ℝ) (x y : ℂ) :
    hamiltonian J (x • covering 0 1 2 3 + y • covering 0 3 1 2) =
      ((-(pairA J + pairB J + pairC J) / 4 + (pairB J - pairA J) / 2) * x
        + (pairA J - pairC J) / 2 * y) • covering 0 1 2 3 +
      ((pairB J - pairC J) / 2 * x
        + (-(pairA J + pairB J + pairC J) / 4 + (pairA J - pairB J) / 2) * y)
          • covering 0 3 1 2 := by
  funext s
  simp only [hamiltonian, LinearMap.add_apply, LinearMap.smul_apply, Pi.add_apply,
    Pi.smul_apply, smul_eq_mul,
    spinDot_apply (show (0 : Fin 4) ≠ 1 by decide), spinDot_apply (show (2 : Fin 4) ≠ 3 by decide),
    spinDot_apply (show (0 : Fin 4) ≠ 3 by decide), spinDot_apply (show (1 : Fin 4) ≠ 2 by decide),
    spinDot_apply (show (0 : Fin 4) ≠ 2 by decide), spinDot_apply (show (1 : Fin 4) ≠ 3 by decide),
    covering, Function.comp_apply, Equiv.swap_apply_def, Fin.isValue, Fin.reduceEq, ↓reduceIte,
    pairA, pairB, pairC, Complex.ofReal_add]
  cases s 0 <;> cases s 1 <;> cases s 2 <;> cases s 3 <;>
    simp only [bond, reduceCtorEq, ↓reduceIte] <;> ring
```

The first line also shows when a single covering is an exact eigenstate: $\Phi_A$ is one precisely when $b=c$, and its energy is then $-3a/4$, the value for two isolated singlet bonds.

## A nonzero state

An energy must belong to a nonzero state; the zero vector would satisfy $H\psi=E\psi$ for every $E$. For $\psi=x\Phi_A+y\Phi_B$, put $e=E+\sigma/4$, $p=(b-a)/2$, $q=(a-c)/2$ and $r=(b-c)/2$. Independence of the coverings turns the eigenvalue equation into

$$(p-e)x+qy=0,\qquad rx-(p+e)y=0.$$

Eliminating either amplitude gives $(e^2-p^2-qr)x=0$ and $(e^2-p^2-qr)y=0$. Since one amplitude is nonzero, $e^2=p^2+qr$. Conversely, if this holds, a solution is $(q,e-p)$ for $q\ne0$; for $q=0$ it is $(p+e,r)$, or $(0,1)$ if $p+e=0$. The lemma `secular` follows these cases.

```lean
lemma secular (p q r e : ℂ) :
    (∃ x y : ℂ, (x ≠ 0 ∨ y ≠ 0) ∧ (p - e) * x + q * y = 0 ∧ r * x - (p + e) * y = 0) ↔
      e ^ 2 = p ^ 2 + q * r := by
  constructor
  · rintro ⟨x, y, hxy, h1, h2⟩
    have hx : (e ^ 2 - (p ^ 2 + q * r)) * x = 0 := by
      linear_combination (-p - e) * h1 - q * h2
    have hy : (e ^ 2 - (p ^ 2 + q * r)) * y = 0 := by
      linear_combination (p - e) * h2 - r * h1
    rcases hxy with h | h
    · exact sub_eq_zero.mp ((mul_eq_zero.mp hx).resolve_right h)
    · exact sub_eq_zero.mp ((mul_eq_zero.mp hy).resolve_right h)
  · intro h
    by_cases hq : q = 0
    · by_cases hp : p + e = 0
      · exact ⟨0, 1, Or.inr one_ne_zero, by simp [hq], by simp [hp]⟩
      · exact ⟨p + e, r, Or.inl hp, by linear_combination -h, by ring⟩
    · exact ⟨q, e - p, Or.inl hq, by ring, by linear_combination -h⟩
```

## Real couplings

Real couplings make $H$ Hermitian. By hand they enter at the square root:

$$\begin{aligned}
p^2+qr&=\tfrac14\left[(a-b)^2+(a-c)(b-c)\right]\\
&=\tfrac14(a^2+b^2+c^2-ab-bc-ca),
\end{aligned}$$

and the last bracket equals $\tfrac12[(a-b)^2+(b-c)^2+(c-a)^2]\ge0$. Taking the root of $e^2$ gives $E_\pm$. With complex couplings the quadratic survives, but its roots need not be real.

In the proof, `hs` uses this positivity to square the real root. The theorem states the dimension, the invariance, and that a complex number $E$ is an energy of a nonzero state in the span if and only if it is $E_+$ or $E_-$. When $a=b=c$ the two values coincide.

```lean
/-- For arbitrary real couplings the span of the singlet coverings is two-dimensional and
invariant under the Hamiltonian, and its energies are
`-(a + b + c)/4 ± √(a² + b² + c² - ab - bc - ca)/2`. -/
theorem singlet_spectrum (J : Fin 4 → Fin 4 → ℝ) :
    Module.finrank ℂ singletSpace = 2 ∧
    (∀ ψ ∈ singletSpace, hamiltonian J ψ ∈ singletSpace) ∧
    ∀ E : ℂ, (∃ ψ ∈ singletSpace, ψ ≠ 0 ∧ hamiltonian J ψ = E • ψ) ↔
      E = ((-(pairA J + pairB J + pairC J) / 4 + splitting J / 2 : ℝ) : ℂ) ∨
      E = ((-(pairA J + pairB J + pairC J) / 4 - splitting J / 2 : ℝ) : ℂ) := by
  rw [singletSpace_eq]
  refine ⟨?_, ?_, fun E => ?_⟩
  · have hli : LinearIndependent ℂ ![covering 0 1 2 3, covering 0 3 1 2] :=
      LinearIndependent.pair_iff.mpr covering_independent
    have hr : Set.range ![covering 0 1 2 3, covering 0 3 1 2]
        = {covering 0 1 2 3, covering 0 3 1 2} := by
      ext z
      exact Set.mem_range.trans (Fin.exists_fin_two.trans (or_congr eq_comm eq_comm))
    have h := finrank_span_eq_card hli
    rw [hr] at h
    simpa using h
  · intro ψ hψ
    obtain ⟨x, y, rfl⟩ := Submodule.mem_span_pair.mp hψ
    rw [hamiltonian_covering]
    exact Submodule.mem_span_pair.mpr ⟨_, _, rfl⟩
  · have hs : splitting J ^ 2 = pairA J ^ 2 + pairB J ^ 2 + pairC J ^ 2
        - pairA J * pairB J - pairB J * pairC J - pairC J * pairA J := by
      refine Real.sq_sqrt ?_
      nlinarith [sq_nonneg (pairA J - pairB J), sq_nonneg (pairB J - pairC J),
        sq_nonneg (pairC J - pairA J)]
    have hD : (splitting J : ℂ) ^ 2 = (pairA J : ℂ) ^ 2 + (pairB J : ℂ) ^ 2 + (pairC J : ℂ) ^ 2
        - pairA J * pairB J - pairB J * pairC J - pairC J * pairA J := by
      exact_mod_cast hs
    have hH := hamiltonian_covering J
    push_cast
    generalize (pairA J : ℂ) = a at *
    generalize (pairB J : ℂ) = b at *
    generalize (pairC J : ℂ) = c at *
    generalize (splitting J : ℂ) = w at *
    -- the eigenvalue equation in the two covering amplitudes
    have hsec := secular ((b - a) / 2) ((a - c) / 2) ((b - c) / 2) (E + (a + b + c) / 4)
    have hdiff : ∀ x y : ℂ, hamiltonian J (x • covering 0 1 2 3 + y • covering 0 3 1 2)
        - E • (x • covering 0 1 2 3 + y • covering 0 3 1 2) =
        (((b - a) / 2 - (E + (a + b + c) / 4)) * x + (a - c) / 2 * y) • covering 0 1 2 3
        + ((b - c) / 2 * x - ((b - a) / 2 + (E + (a + b + c) / 4)) * y)
          • covering 0 3 1 2 := by
      intro x y
      rw [hH]
      module
    constructor
    · rintro ⟨ψ, hψ, hne, hE⟩
      obtain ⟨x, y, rfl⟩ := Submodule.mem_span_pair.mp hψ
      have h0 := hdiff x y
      rw [hE, sub_self] at h0
      have hxy : x ≠ 0 ∨ y ≠ 0 := by
        by_contra hcon
        push Not at hcon
        exact hne (by simp [hcon.1, hcon.2])
      have h := hsec.mp ⟨x, y, hxy, covering_independent _ _ h0.symm⟩
      have hfac : (E - (-(a + b + c) / 4 + w / 2)) * (E - (-(a + b + c) / 4 - w / 2)) = 0 := by
        linear_combination h - hD / 4
      exact (mul_eq_zero.mp hfac).imp sub_eq_zero.mp sub_eq_zero.mp
    · intro h
      obtain ⟨x, y, hxy, h1, h2⟩ := hsec.mpr (by
        rcases h with h | h <;> rw [h] <;> linear_combination hD / 4)
      refine ⟨_, Submodule.mem_span_pair.mpr ⟨x, y, rfl⟩, ?_, ?_⟩
      · intro h0
        have hz := covering_independent x y h0
        exact hxy.elim (fun k => k hz.1) (fun k => k hz.2)
      · have h0 := hdiff x y
        rw [h1, h2, zero_smul, zero_smul, add_zero] at h0
        exact sub_eq_zero.mp h0
```

Take $J_{01}=5$, $J_{23}=3$, $J_{03}=2$, $J_{12}=1$ and $J_{02}=J_{13}=0$. Then $a=8$, $b=3$, $c=0$, the root is $\sqrt{64+9-24}=7$, and the energies are $-25/4$ and $3/4$. The normalised states are $(4\Phi_A-\Phi_B)/\sqrt{84}$ and $(2\Phi_A+3\Phi_B)/\sqrt{28}$.

Triplet and quintet levels are not treated. For other couplings one of them can lie below $E_-$: if all six couplings are negative, the ground state is the ferromagnetic quintet.

## Equal sides and equal diagonals

The six equalities in the last theorem describe a square with side coupling $J_1$ and diagonal coupling $J_2$. They give $a=b=2J_1$, $c=2J_2$ and a root of $2|J_1-J_2|$, so

$$E=-J_1-\tfrac{J_2}{2}\pm|J_1-J_2|,$$

which is the pair $-2J_1+J_2/2$ and $-3J_2/2$. The proof splits on the sign inside the absolute value, which only decides which level is higher. Without the equalities, the general formula applies.

```lean
/-- On a square with coupling `J₁` on the sides and `J₂` on the diagonals, the energies in the
span of the singlet coverings are `-2 J₁ + J₂/2` and `-3 J₂/2`. -/
theorem square_with_diagonals (J : Fin 4 → Fin 4 → ℝ) (J₁ J₂ : ℝ)
    (h01 : J 0 1 = J₁) (h12 : J 1 2 = J₁) (h23 : J 2 3 = J₁) (h03 : J 0 3 = J₁)
    (h02 : J 0 2 = J₂) (h13 : J 1 3 = J₂) (E : ℂ) :
    (∃ ψ ∈ singletSpace, ψ ≠ 0 ∧ hamiltonian J ψ = E • ψ) ↔
      E = ((-2 * J₁ + J₂ / 2 : ℝ) : ℂ) ∨ E = ((-3 * J₂ / 2 : ℝ) : ℂ) := by
  rw [(singlet_spectrum J).2.2 E]
  have hs : splitting J = |2 * (J₁ - J₂)| := by
    rw [← Real.sqrt_sq_eq_abs]
    simp only [splitting, pairA, pairB, pairC, h01, h12, h23, h03, h02, h13]
    congr 1
    ring
  rw [hs]
  simp only [pairA, pairB, pairC, h01, h12, h23, h03, h02, h13]
  -- the sign of `J₁ - J₂` decides which level is the upper one
  rcases abs_choice (2 * (J₁ - J₂)) with h | h
  · rw [h, or_comm]
    ring_nf
  · rw [h]
    ring_nf

end

end FourSpinSinglets
```

```lean
#print axioms FourSpinSinglets.totalSpin_eq_zero
-- 'FourSpinSinglets.totalSpin_eq_zero' depends on axioms: [propext, Classical.choice, Quot.sound]
#print axioms FourSpinSinglets.singlet_spectrum
-- 'FourSpinSinglets.singlet_spectrum' depends on axioms: [propext, Classical.choice, Quot.sound]
#print axioms FourSpinSinglets.square_with_diagonals
-- 'FourSpinSinglets.square_with_diagonals' depends on axioms: [propext, Classical.choice, Quot.sound]
```
